# Adding photons to a coherent state of nonzero amplitude raises the mean photon number by more than the number added

Take one bosonic mode with annihilation operator \(a\), creation operator \(b\) and \(ab-ba=1\). Let \(v\) be a normalized coherent state, \(av=\alpha v\), and write \(x=|\alpha|^2\). Its mean photon number is \(\langle v,ba\,v\rangle=\|av\|^2=x\). Now add one photon by applying \(b\). The new vector has squared norm

\[
\|bv\|^2=\langle v,ab\,v\rangle=\langle v,ba\,v\rangle+\langle v,v\rangle=x+1 .
\]

For its photon number we need \(a\,bv=b\,av+v=\alpha\,bv+v\). Since \(\langle bv,v\rangle=\langle v,av\rangle=\alpha\),

\[
\|a\,bv\|^2=x\|bv\|^2+2\,\mathrm{Re}(\bar\alpha\langle bv,v\rangle)+\|v\|^2=x(1+x)+2x+1=x^2+3x+1 .
\]

Dividing by the squared norm gives the mean number of the normalized state \(bv/\sqrt{1+x}\):

\[
\frac{x^2+3x+1}{1+x}=x+1+\frac{x}{1+x}.
\]

One application of \(b\) therefore raises the mean by more than one whenever \(\alpha\neq0\). The excess \(x/(1+x)\) vanishes as \(x\to0\) and approaches one for a bright coherent state. It arises because \(b\) multiplies the amplitude of the \(k\)-photon component by \(\sqrt{k+1}\), so that after normalization the larger photon numbers carry more weight than before.

The same algebra handles any number of added photons. For \(\alpha\neq0\) and \(n\ge0\), the normalized state proportional to \(b^{n+1}v\) has mean number strictly above \(x+n+1\).

## The mode and its states

The operators act on a complex inner product space \(E\), which plays the part of a common domain that both \(a\) and \(b\) map into itself. It need not be complete, so the unbounded ladder operators can be ordinary linear maps defined everywhere on \(E\).

```lean
import Mathlib

open scoped InnerProductSpace ComplexConjugate

namespace PhotonAddedCoherentState

noncomputable section

/- The operators act on a common invariant domain `E`, which need not be complete.
For a coherent state `v` in Fock space, the span of the vectors `bⁿ v` is one such domain;
it is not constructed here. -/
variable {E : Type*} [NormedAddCommGroup E] [InnerProductSpace ℂ E]
```

Two properties define the mode. The operators are mutually adjoint, \(\langle b\varphi,\psi\rangle=\langle\varphi,a\psi\rangle\), and they satisfy the bosonic commutation relation \(ab\psi-ba\psi=\psi\) on every vector. In Lean they are the fields `adjoint` and `comm` of a proposition about `a` and `b`. The inner product `⟪φ, ψ⟫_ℂ` is conjugate-linear in its first argument, as in Dirac notation.

```lean
/-- Annihilation and creation operators `a`, `b`: mutually adjoint, with `ab - ba = 1`. -/
structure IsLadderPair (a b : E →ₗ[ℂ] E) : Prop where
  adjoint : ∀ φ ψ, ⟪b φ, ψ⟫_ℂ = ⟪φ, a ψ⟫_ℂ
  comm : ∀ ψ, a (b ψ) - b (a ψ) = ψ
```

These properties are assumed of `a` and `b`, and no pair is constructed. They exclude a finite-dimensional space containing a unit vector, because there the trace of a commutator is zero while the trace of the identity is not. A numerical Fock space with a photon-number cutoff thus violates the commutation relation at its top level. The formulas for this ideal single mode can serve as a check on whether the cutoff is high enough.

The state with \(n\) added photons is kept unnormalized as \(b^nv\), defined by repeated application of \(b\). In Lean it is `photonAdded b v n`, with \(n=0\) giving \(v\) itself.

```lean
/-- The unnormalized state obtained from `v` by adding `n` photons, `bⁿ v`. -/
def photonAdded (b : E →ₗ[ℂ] E) (v : E) : ℕ → E
  | 0 => v
  | n + 1 => b (photonAdded b v n)
```

Normalization enters through the mean number,

\[
\bar n(\psi)=\frac{\mathrm{Re}\,\langle\psi,ba\,\psi\rangle}{\|\psi\|^2},
\]

which is unchanged when \(\psi\) is multiplied by a nonzero scalar. Taking the real part loses nothing, since \(\langle\psi,ba\,\psi\rangle=\|a\psi\|^2\) for a mutually adjoint pair.

```lean
/-- The normalized mean photon number `Re ⟨ψ, b a ψ⟩ / ⟨ψ, ψ⟩`. -/
def meanNumber (a b : E →ₗ[ℂ] E) (ψ : E) : ℝ :=
  (⟪ψ, b (a ψ)⟫_ℂ).re / ‖ψ‖ ^ 2
```

## Photon numbers from norms

Two facts about inner products are used throughout. The first is that \(\langle\psi,\psi\rangle\) is the real number \(\|\psi\|^2\), here regarded as a complex number.

```lean
variable {a b : E →ₗ[ℂ] E} {v : E} {α : ℂ}

private theorem inner_self_ofReal (ψ : E) : ⟪ψ, ψ⟫_ℂ = ((‖ψ‖ ^ 2 : ℝ) : ℂ) :=
  Complex.ext (inner_self_eq_norm_sq (𝕜 := ℂ) ψ) (inner_self_im (𝕜 := ℂ) ψ)
```

The second is the adjoint relation with \(b\) on the right, \(\langle\psi,b\varphi\rangle=\langle a\psi,\varphi\rangle\). It follows from the assumed relation by complex conjugation.

```lean
private theorem adjoint_right (h : IsLadderPair a b) (ψ φ : E) :
    ⟪ψ, b φ⟫_ℂ = ⟪a ψ, φ⟫_ℂ := by
  rw [← inner_conj_symm ψ (b φ), h.adjoint, inner_conj_symm]
```

The commutator now compares creation with annihilation in an arbitrary vector:

\[
\|b\psi\|^2=\langle\psi,ab\,\psi\rangle=\langle\psi,ba\,\psi\rangle+\langle\psi,\psi\rangle=\|a\psi\|^2+\|\psi\|^2 .
\]

The proof carries this out for complex inner products and then passes to the real norms.

```lean
/-- Creating a photon in `ψ` gives a squared norm larger by `‖ψ‖²` than annihilating one. -/
theorem norm_sq_create (h : IsLadderPair a b) (ψ : E) :
    ‖b ψ‖ ^ 2 = ‖a ψ‖ ^ 2 + ‖ψ‖ ^ 2 := by
  have e : ⟪b ψ, b ψ⟫_ℂ = ⟪a ψ, a ψ⟫_ℂ + ⟪ψ, ψ⟫_ℂ := by
    rw [h.adjoint, sub_eq_iff_eq_add.mp (h.comm ψ), inner_add_right,
      adjoint_right h ψ (a ψ), add_comm]
  simp only [inner_self_ofReal] at e
  exact_mod_cast e
```

Since \(\langle\psi,ba\,\psi\rangle=\|a\psi\|^2=\|b\psi\|^2-\|\psi\|^2\), division by \(\|\psi\|^2\) gives

\[
\bar n(\psi)=\frac{\|b\psi\|^2}{\|\psi\|^2}-1\qquad(\psi\neq0).
\]

Mean photon numbers of photon-added states are therefore ratios of successive squared norms, minus one.

```lean
/-- The mean photon number of a nonzero state is `‖b ψ‖² / ‖ψ‖² - 1`. -/
theorem meanNumber_eq (h : IsLadderPair a b) {ψ : E} (hψ : ψ ≠ 0) :
    meanNumber a b ψ = ‖b ψ‖ ^ 2 / ‖ψ‖ ^ 2 - 1 := by
  have hne : ‖ψ‖ ^ 2 ≠ 0 := pow_ne_zero 2 (norm_ne_zero_iff.mpr hψ)
  unfold meanNumber
  rw [adjoint_right h, inner_self_ofReal, Complex.ofReal_re, norm_sq_create h,
    add_div, div_self hne, add_sub_cancel_right]
```

## The annihilation operator on a photon-added state

A coherent state is an eigenvector of \(a\), expressed by the hypothesis `a v = α • v`. Adding photons destroys this property in a controlled way:

\[
a\,b^{n+1}v=\alpha\,b^{n+1}v+(n+1)\,b^nv .
\]

For \(n=0\) this is \(abv=bav+v=\alpha bv+v\), as in the opening calculation. If it holds for \(n\), then

\[
a\,b^{n+2}v=b\,(a\,b^{n+1}v)+b^{n+1}v=\alpha\,b^{n+2}v+(n+1)\,b^{n+1}v+b^{n+1}v,
\]

which is the claim for \(n+1\). The induction in Lean has the same two cases. In each, the commutator moves \(a\) past one \(b\), and `module` collects the coefficients.

```lean
/-- Annihilating a photon in a photon-added coherent state gives
`a bⁿ⁺¹ v = α bⁿ⁺¹ v + (n + 1) bⁿ v`. -/
theorem annihilate_photonAdded (h : IsLadderPair a b) (hv : a v = α • v) (n : ℕ) :
    a (photonAdded b v (n + 1)) =
      α • photonAdded b v (n + 1) + ((n : ℂ) + 1) • photonAdded b v n := by
  induction n with
  | zero =>
    change a (b v) = α • b v + (((0 : ℕ) : ℂ) + 1) • v
    rw [sub_eq_iff_eq_add.mp (h.comm v), hv, map_smul]
    push_cast
    module
  | succ n ih =>
    change a (b (photonAdded b v (n + 1))) = _
    rw [sub_eq_iff_eq_add.mp (h.comm _), ih, map_add, map_smul, map_smul]
    simp only [photonAdded]
    push_cast
    module
```

## A recurrence for the squared norms

Write \(N_n=\|b^nv\|^2\), and abbreviate \(q=b^nv\) and \(p=bq=b^{n+1}v\), so that \(ap=\alpha p+(n+1)q\). Three overlaps are needed. Expanding the right-hand factor of \(\langle ap,ap\rangle\) and using \(\langle ap,q\rangle=\langle p,bq\rangle=\|p\|^2\) gives

\[
\|ap\|^2=\alpha\langle ap,p\rangle+(n+1)\|p\|^2 .
\]

Expanding the left-hand factor of \(\langle ap,p\rangle\) gives

\[
\langle ap,p\rangle=\bar\alpha\|p\|^2+(n+1)\langle q,p\rangle .
\]

Writing one factor of \(\|p\|^2\) as \(bq\) and moving \(b\) across gives

\[
\|p\|^2=\langle q,ap\rangle=\alpha\langle q,p\rangle+(n+1)\|q\|^2 .
\]

The last equation supplies \(\alpha\langle q,p\rangle\), which is the only mixed overlap left after inserting the second equation into the first. Hence

\[
\|ap\|^2=\bigl(x+2(n+1)\bigr)\|p\|^2-(n+1)^2\|q\|^2 .
\]

Adding \(\|p\|^2\) turns the left side into \(\|bp\|^2=N_{n+2}\), and so

\[
N_{n+2}=\bigl(2(n+1)+1+x\bigr)N_{n+1}-(n+1)^2N_n .
\]

In the proof, `e1`, `e2` and `e3` are the three overlap equations in this order, and `linear_combination` performs the elimination. Normalization of \(v\) is not needed here.

```lean
/-- The squared norms of the photon-added coherent states obey a three-term recurrence
in the number of added photons. -/
theorem norm_sq_recurrence (h : IsLadderPair a b) (hv : a v = α • v) (n : ℕ) :
    ‖photonAdded b v (n + 2)‖ ^ 2 =
      (2 * ((n : ℝ) + 1) + 1 + ‖α‖ ^ 2) * ‖photonAdded b v (n + 1)‖ ^ 2
        - ((n : ℝ) + 1) ^ 2 * ‖photonAdded b v n‖ ^ 2 := by
  have hp : photonAdded b v (n + 1) = b (photonAdded b v n) := rfl
  have hap := annihilate_photonAdded h hv n
  change ‖b (photonAdded b v (n + 1))‖ ^ 2 = _
  generalize photonAdded b v (n + 1) = p at hp hap ⊢
  generalize photonAdded b v n = q at hp hap ⊢
  -- Three overlaps, reduced by the action of `a` on `p` and, in `e1` and `e3`, adjointness.
  have e1 : ⟪a p, a p⟫_ℂ = α * ⟪a p, p⟫_ℂ + ((n : ℂ) + 1) * ⟪p, p⟫_ℂ := by
    calc ⟪a p, a p⟫_ℂ = ⟪a p, α • p + ((n : ℂ) + 1) • q⟫_ℂ := by rw [← hap]
      _ = _ := by
        rw [inner_add_right, inner_smul_right, inner_smul_right,
          ← adjoint_right h p q, ← hp]
  have e2 : ⟪a p, p⟫_ℂ = conj α * ⟪p, p⟫_ℂ + ((n : ℂ) + 1) * ⟪q, p⟫_ℂ := by
    rw [hap, inner_add_left, inner_smul_left, inner_smul_left]
    simp only [map_add, map_one, map_natCast]
  have e3 : ⟪p, p⟫_ℂ = α * ⟪q, p⟫_ℂ + ((n : ℂ) + 1) * ⟪q, q⟫_ℂ := by
    calc ⟪p, p⟫_ℂ = ⟪b q, p⟫_ℂ := by rw [← hp]
      _ = _ := by
        rw [h.adjoint, hap, inner_add_right, inner_smul_right, inner_smul_right]
  have hα : α * conj α = ((‖α‖ ^ 2 : ℝ) : ℂ) := by
    rw [Complex.mul_conj, Complex.normSq_eq_norm_sq]
  simp only [inner_self_ofReal] at e1 e2 e3
  -- Eliminating the mixed overlaps leaves only norms.
  have key : ((‖a p‖ ^ 2 : ℝ) : ℂ) = ((‖α‖ ^ 2 * ‖p‖ ^ 2 + 2 * ((n : ℝ) + 1) * ‖p‖ ^ 2
      - ((n : ℝ) + 1) ^ 2 * ‖q‖ ^ 2 : ℝ) : ℂ) := by
    push_cast at e1 e2 e3 hα ⊢
    linear_combination e1 + α * e2 - ((n : ℂ) + 1) * e3 + (‖p‖ : ℂ) ^ 2 * hα
  rw [norm_sq_create h, Complex.ofReal_injective key]
  ring
```

From this point on \(v\) is a unit vector. The first squared norm is \(N_1=\|av\|^2+\|v\|^2=x+1\), for every \(\alpha\) including zero.

```lean
/-- Adding one photon to a normalized coherent state gives squared norm `1 + |α|²`. -/
theorem norm_sq_one_photon (h : IsLadderPair a b) (hv : a v = α • v) (hunit : ‖v‖ = 1) :
    ‖b v‖ ^ 2 = 1 + ‖α‖ ^ 2 := by
  rw [norm_sq_create h, hv, norm_smul, hunit]
  ring
```

No photon-added state vanishes. Indeed \(N_0=1\), and \(N_{n+1}=\|a\,b^nv\|^2+N_n\ge N_n\), so all the squared norms are positive by induction.

```lean
private theorem norm_sq_pos (h : IsLadderPair a b) (hunit : ‖v‖ = 1) (n : ℕ) :
    0 < ‖photonAdded b v n‖ ^ 2 := by
  induction n with
  | zero => simp [photonAdded, hunit]
  | succ n ih =>
    change 0 < ‖b (photonAdded b v n)‖ ^ 2
    rw [norm_sq_create h]
    linarith [sq_nonneg ‖a (photonAdded b v n)‖]
```

Consequently \(b^nv\neq0\), which permits division by its norm.

```lean
private theorem ne_zero (h : IsLadderPair a b) (hunit : ‖v‖ = 1) (n : ℕ) :
    photonAdded b v n ≠ 0 := by
  intro h0
  have hpos := norm_sq_pos h hunit n
  simp [h0] at hpos
```

## The strict excess over the photons added

For \(\alpha\neq0\), each added photon increases the squared norm by more than the factor it would contribute in a number state:

\[
N_{n+1}>(n+1)N_n .
\]

At \(n=0\) this reads \(1+x>1\). For the induction step, the recurrence gives

\[
N_{n+2}-(n+2)N_{n+1}=x\,N_{n+1}+(n+1)\bigl(N_{n+1}-(n+1)N_n\bigr).
\]

The first term is positive because \(x>0\), and the second by the induction hypothesis. These two positive products are `h1` and `h2` in the proof, and `nlinarith` combines them.

```lean
/-- For a normalized coherent state with `α ≠ 0`, adding the `(n + 1)`-th photon multiplies the
squared norm by more than `n + 1`. -/
theorem norm_sq_growth (h : IsLadderPair a b) (hv : a v = α • v) (hunit : ‖v‖ = 1)
    (hα : α ≠ 0) (n : ℕ) :
    ((n : ℝ) + 1) * ‖photonAdded b v n‖ ^ 2 < ‖photonAdded b v (n + 1)‖ ^ 2 := by
  have hx : 0 < ‖α‖ ^ 2 := pow_pos (norm_pos_iff.mpr hα) 2
  induction n with
  | zero =>
    change (((0 : ℕ) : ℝ) + 1) * ‖v‖ ^ 2 < ‖b v‖ ^ 2
    rw [norm_sq_one_photon h hv hunit, hunit]
    push_cast
    linarith
  | succ n ih =>
    have h1 := mul_pos hx (norm_sq_pos h hunit (n + 1))
    have h2 := mul_pos (show (0 : ℝ) < (n : ℝ) + 1 by positivity) (sub_pos.mpr ih)
    have h3 := norm_sq_recurrence h hv n
    change _ < ‖photonAdded b v (n + 2)‖ ^ 2
    rw [h3]
    push_cast
    nlinarith [h1, h2]
```

The bound on the mean follows from the recurrence once more. Because \(\bar n(b^{n+1}v)=N_{n+2}/N_{n+1}-1\), the inequality \(\bar n(b^{n+1}v)>x+n+1\) is equivalent to \(N_{n+2}>(x+n+2)N_{n+1}\), and

\[
N_{n+2}-(x+n+2)N_{n+1}=(n+1)\bigl(N_{n+1}-(n+1)N_n\bigr)>0 .
\]

The theorem counts \(n+1\) added photons, so it starts with one. With none added the mean is exactly \(x\), and strict inequality would fail. Its case \(n=0\) is the statement that the mean number of \(bv\) exceeds \(x+1\).

```lean
/-- Adding `n + 1` photons to a coherent state with `α ≠ 0` gives a mean photon number
strictly greater than `|α|² + (n + 1)`. -/
theorem meanNumber_photonAdded_gt (h : IsLadderPair a b) (hv : a v = α • v)
    (hunit : ‖v‖ = 1) (hα : α ≠ 0) (n : ℕ) :
    ‖α‖ ^ 2 + ((n : ℝ) + 1) < meanNumber a b (photonAdded b v (n + 1)) := by
  rw [meanNumber_eq h (ne_zero h hunit (n + 1)), lt_sub_iff_add_lt,
    lt_div_iff₀ (norm_sq_pos h hunit (n + 1))]
  change _ < ‖photonAdded b v (n + 2)‖ ^ 2
  rw [norm_sq_recurrence h hv n]
  have h2 := mul_pos (show (0 : ℝ) < (n : ℝ) + 1 by positivity)
    (sub_pos.mpr (norm_sq_growth h hv hunit hα n))
  nlinarith [h2]
```

## Zero amplitude

At \(\alpha=0\) the coherent state is the vacuum, \(av=0\), and the excess disappears. The action of \(a\) reduces to \(a\,b^{n+1}v=(n+1)b^nv\), and therefore

\[
ba\,b^{n+1}v=(n+1)\,b^{n+1}v .
\]

The state is an eigenvector of the number operator, and its mean number is the eigenvalue \(n+1\). Together with the vacuum itself, whose mean is zero, this gives \(\bar n(b^nv)=n\) for every \(n\ge0\). The Lean proof separates the same two cases.

```lean
/-- Adding `n` photons to a normalized state annihilated by `a` gives mean photon number
exactly `n`. -/
theorem meanNumber_vacuum (h : IsLadderPair a b) (hv : a v = 0) (hunit : ‖v‖ = 1) (n : ℕ) :
    meanNumber a b (photonAdded b v n) = n := by
  have hv0 : a v = (0 : ℂ) • v := by rw [hv, zero_smul]
  cases n with
  | zero => simp [meanNumber, photonAdded, hv]
  | succ n =>
    have e : b (a (photonAdded b v (n + 1))) =
        ((n : ℂ) + 1) • photonAdded b v (n + 1) := by
      rw [annihilate_photonAdded h hv0 n, zero_smul, zero_add, map_smul]
      rfl
    have hc : ((n : ℂ) + 1) = (((n : ℝ) + 1 : ℝ) : ℂ) := by push_cast; rfl
    unfold meanNumber
    rw [e, inner_smul_right, inner_self_ofReal, hc, ← Complex.ofReal_mul,
      Complex.ofReal_re, mul_div_cancel_right₀ _ (norm_sq_pos h hunit (n + 1)).ne']
    push_cast
    rfl
```

## The mean number after one addition

The closed formula from the opening calculation now follows from \(N_1\) and \(N_2\). The recurrence at \(n=0\) gives \(N_2=(3+x)(1+x)-1\), hence

\[
\bar n(bv)=\frac{N_2}{N_1}-1=\frac{(3+x)(1+x)-1-(1+x)}{1+x}=\frac{x^2+3x+1}{1+x}.
\]

In Lean, \(x\) appears as `‖α‖ ^ 2`, and the formula holds for every complex \(\alpha\). At \(\alpha=0\) it gives the value one found for a single photon added to the vacuum.

```lean
/-- With `x = |α|²`, the single-photon-added coherent state has mean photon number
`(x² + 3x + 1) / (1 + x)`. -/
theorem meanNumber_one_photon (h : IsLadderPair a b) (hv : a v = α • v) (hunit : ‖v‖ = 1) :
    meanNumber a b (b v) =
      ((‖α‖ ^ 2) ^ 2 + 3 * ‖α‖ ^ 2 + 1) / (1 + ‖α‖ ^ 2) := by
  have h2 : ‖b (b v)‖ ^ 2 = (2 * (((0 : ℕ) : ℝ) + 1) + 1 + ‖α‖ ^ 2) * ‖b v‖ ^ 2
      - (((0 : ℕ) : ℝ) + 1) ^ 2 * ‖v‖ ^ 2 := norm_sq_recurrence h hv 0
  have hne : 1 + ‖α‖ ^ 2 ≠ 0 := by positivity
  have hb : b v ≠ 0 := ne_zero h hunit 1
  rw [meanNumber_eq h hb, h2, norm_sq_one_photon h hv hunit, hunit, eq_div_iff hne,
    sub_mul, div_mul_cancel₀ _ hne]
  push_cast
  ring

end

end PhotonAddedCoherentState
```

```lean
#print axioms PhotonAddedCoherentState.meanNumber_photonAdded_gt
-- 'PhotonAddedCoherentState.meanNumber_photonAdded_gt' depends on axioms: [propext, Classical.choice, Quot.sound]
#print axioms PhotonAddedCoherentState.meanNumber_vacuum
-- 'PhotonAddedCoherentState.meanNumber_vacuum' depends on axioms: [propext, Classical.choice, Quot.sound]
#print axioms PhotonAddedCoherentState.meanNumber_one_photon
-- 'PhotonAddedCoherentState.meanNumber_one_photon' depends on axioms: [propext, Classical.choice, Quot.sound]
```
